# A Euclidean norm bound for sparse matrices with small entries

Let $E$ be a real or complex square matrix whose entries have modulus at most $t$, with at most $m$ nonzero entries in each row and at most $m$ in each column. Then, in the Euclidean norm,
$$\|Ev\| \le m\,t\,\|v\| \quad\text{for every vector } v.$$
If the columns are allowed a different number $k$ of nonzero entries, the factor $m$ becomes $\sqrt{mk}$.

## Dropping small entries from a sparse matrix

Many linear-scaling electronic-structure methods work with sparse matrices. Multiplying two of them can create many new small entries, so a common step is to set every entry below some threshold $t$ to zero. Each dropped entry is small, but there may be a great many of them, and the question is what they can do together.

The bound answers this for a single truncation of a finite matrix: the change in the action on a vector is controlled by the threshold and the number of nonzeros per row and column, and the matrix dimension does not appear. If $m$ and $t$ are held fixed while the system grows, the bound for a normalised vector does not change.

## What the theorems say

The rows and columns are labelled by a finite type `n`, and the scalars `𝕜` are the real or complex numbers. Mathlib gives plain functions `n → 𝕜` the maximum norm, so `vecNorm` first moves the vector into `EuclideanSpace` and takes the norm there. If $v$ holds the coefficients of a state, this is the physical norm when the basis is orthonormal; an overlap matrix is not included.

`rowSupport E i` is the set of columns $j$ with $E_{ij}\neq 0$, and `colSupport E j` is the set of rows $i$ with $E_{ij}\neq 0$. The hypotheses of `sparse_norm_bound` bound the sizes of these sets by $m$ and $k$, and the entries by $t$. `sparse_norm_bound_same` is the case $k=m$.

`truncate t A` keeps an entry exactly when its modulus is strictly greater than $t$. For $t\ge 0$, and with $m$ bounding the nonzeros of $A$ itself in each row and column, two consequences follow:

- `truncation_error`: the action on $v$ changes by at most $m\,t\,\|v\|$.
- `expectation_error`: the quadratic form $\langle v,Av\rangle=\sum_i \overline{v_i}\,(Av)_i$ changes by at most $m\,t\,\|v\|^2$, which is $m\,t$ for a normalised $v$.

The sparsity is assumed. In a localised basis, the spatial decay of the density matrix in an insulator makes distant entries small but need not make them exactly zero, so decay alone does not supply this hypothesis, which counts the nonzeros of $A$ before the truncation. The theorems also do not follow errors through repeated purification steps, and they do not treat traces, idempotency or rounding.

## Counting each component once per nonzero entry

Write $R_i$ for the support of row $i$ and $C_j$ for the support of column $j$. Only the supported entries contribute to a component of $Ev$, so
$$|(Ev)_i| = \Big|\sum_{j\in R_i}E_{ij}v_j\Big| \le \sum_{j\in R_i} t\,|v_j|.$$
The Cauchy-Schwarz inequality on these $|R_i|\le m$ terms gives
$$|(Ev)_i|^2 \le |R_i|\sum_{j\in R_i}t^2|v_j|^2 \le m\,t^2\sum_{j\in R_i}|v_j|^2.$$
Now sum over $i$. In the double sum, $|v_j|^2$ appears once for each row with a nonzero entry in column $j$, that is, $|C_j|\le k$ times:
$$\|Ev\|^2 \le m\,t^2\sum_i\sum_{j\in R_i}|v_j|^2 = m\,t^2\sum_j |C_j|\,|v_j|^2 \le m\,k\,t^2\,\|v\|^2.$$
If the matrix has at least one entry, then $t\ge 0$, because $t$ bounds a modulus. Taking square roots gives $\|Ev\|\le\sqrt{mk}\,t\,\|v\|$. In dimension zero both sides vanish.

For truncation, let $D$ be $A$ minus its truncated version. Then $D_{ij}=0$ where the entry was kept, and $D_{ij}=A_{ij}$ with $|A_{ij}|\le t$ where it was dropped. So $D$ has no nonzero entry where $A$ has none, and the bound applies to $D$ with the same $m$. For the quadratic form, Cauchy-Schwarz gives
$$|\langle v,Dv\rangle| \le \|v\|\,\|Dv\| \le m\,t\,\|v\|^2.$$

## Uniform blocks attain the bound

Take a block-diagonal matrix with $b$ blocks of size $m$, each filled with $t>0$. Every row and every column has exactly $m$ nonzero entries. Acting on the all-ones vector, each row adds up $m$ copies of $t$, so the vector is multiplied by $m\,t$. For $b,m\ge 1$ it can be normalised by giving each component the value $1/\sqrt{bm}$, and its image then has norm exactly $m\,t$. The constant in the equal-count bound therefore can't be improved in general. If $b$ or $m$ is zero, the vector has no components and the equality reads $0=0$.

## One full column

Let an $N\times N$ matrix, with $N\ge 1$, have a single column filled with $t>0$ and zeros elsewhere. Each row has one nonzero entry, so $m=1$, but the column count is $k=N$, and the general bound is $\sqrt{N}\,t\,\|v\|$. The unit vector that selects this column is mapped to a vector with $N$ components equal to $t$, of norm $\sqrt{N}\,t$. A limit on the row counts alone thus gives no bound independent of the dimension.

## The complete Lean file

```lean
import Mathlib

open Matrix

namespace TruncationErrorBounds

noncomputable section

variable {𝕜 n : Type*} [RCLike 𝕜] [Fintype n]

/-- The Euclidean norm of a coefficient vector. -/
def vecNorm (v : n → 𝕜) : ℝ := ‖(WithLp.toLp 2 v : EuclideanSpace 𝕜 n)‖

open scoped Classical in
/-- The positions of the nonzero entries in row `i`. -/
def rowSupport (E : Matrix n n 𝕜) (i : n) : Finset n :=
  Finset.univ.filter fun j => E i j ≠ 0

open scoped Classical in
/-- The positions of the nonzero entries in column `j`. -/
def colSupport (E : Matrix n n 𝕜) (j : n) : Finset n :=
  Finset.univ.filter fun i => E i j ≠ 0

open scoped Classical in
/-- Threshold truncation: entries of modulus at most `t` are set to zero, the others are kept. -/
def truncate (t : ℝ) (A : Matrix n n 𝕜) : Matrix n n 𝕜 :=
  Matrix.of fun i j => if t < ‖A i j‖ then A i j else 0

/-- The squared Euclidean norm is the sum of the squared moduli of the coefficients. -/
theorem vecNorm_sq (v : n → 𝕜) : vecNorm v ^ 2 = ∑ i, ‖v i‖ ^ 2 :=
  EuclideanSpace.norm_sq_eq _

/-- In a row with at most `m` nonzero entries, all of modulus at most `t`, the squared component
of `E v` is at most `m t²` times the weight of `v` on the support of that row. -/
theorem row_bound (E : Matrix n n 𝕜) (v : n → 𝕜) (i : n) {t : ℝ} {m : ℕ}
    (ht : ∀ j, ‖E i j‖ ≤ t) (hm : (rowSupport E i).card ≤ m) :
    ‖(E *ᵥ v) i‖ ^ 2 ≤ m * t ^ 2 * ∑ j ∈ rowSupport E i, ‖v j‖ ^ 2 := by
  -- only the nonzero entries contribute
  have h1 : ∑ j ∈ rowSupport E i, E i j * v j = (E *ᵥ v) i := by
    change _ = ∑ j, E i j * v j
    apply Finset.sum_subset (Finset.subset_univ _)
    intro j _ hj
    have h0 : E i j = 0 := by simpa [rowSupport] using hj
    simp [h0]
  have h2 : ‖(E *ᵥ v) i‖ ≤ ∑ j ∈ rowSupport E i, t * ‖v j‖ := by
    rw [← h1]
    refine (norm_sum_le _ _).trans (Finset.sum_le_sum fun j _ => ?_)
    rw [norm_mul]
    exact mul_le_mul_of_nonneg_right (ht j) (norm_nonneg _)
  -- Cauchy-Schwarz on the support
  calc ‖(E *ᵥ v) i‖ ^ 2 ≤ (∑ j ∈ rowSupport E i, t * ‖v j‖) ^ 2 :=
        pow_le_pow_left₀ (norm_nonneg _) h2 2
    _ ≤ (rowSupport E i).card * ∑ j ∈ rowSupport E i, (t * ‖v j‖) ^ 2 :=
        sq_sum_le_card_mul_sum_sq
    _ ≤ m * ∑ j ∈ rowSupport E i, (t * ‖v j‖) ^ 2 :=
        mul_le_mul_of_nonneg_right (by exact_mod_cast hm)
          (Finset.sum_nonneg fun j _ => sq_nonneg _)
    _ = m * t ^ 2 * ∑ j ∈ rowSupport E i, ‖v j‖ ^ 2 := by
        simp only [mul_pow]
        rw [← Finset.mul_sum]
        ring

/-- If each column has at most `k` nonzero entries, then summing nonnegative weights over all
row supports gives at most `k` times the total weight. -/
theorem sum_rowSupport_le (E : Matrix n n 𝕜) (w : n → ℝ) (hw : ∀ j, 0 ≤ w j) {k : ℕ}
    (hk : ∀ j, (colSupport E j).card ≤ k) :
    ∑ i, ∑ j ∈ rowSupport E i, w j ≤ k * ∑ j, w j := by
  have hswap : ∑ i, ∑ j ∈ rowSupport E i, w j = ∑ j, ∑ _i ∈ colSupport E j, w j :=
    Finset.sum_comm' (by simp [rowSupport, colSupport])
  rw [hswap, Finset.mul_sum]
  refine Finset.sum_le_sum fun j _ => ?_
  rw [Finset.sum_const, nsmul_eq_mul]
  exact mul_le_mul_of_nonneg_right (by exact_mod_cast hk j) (hw j)

/-- A matrix with entries of modulus at most `t`, at most `m` nonzeros in each row and at most
`k` in each column satisfies `‖E v‖ ≤ √(m k) t ‖v‖`. -/
theorem sparse_norm_bound (E : Matrix n n 𝕜) {t : ℝ} {m k : ℕ}
    (ht : ∀ i j, ‖E i j‖ ≤ t) (hm : ∀ i, (rowSupport E i).card ≤ m)
    (hk : ∀ j, (colSupport E j).card ≤ k) (v : n → 𝕜) :
    vecNorm (E *ᵥ v) ≤ √((m : ℝ) * k) * t * vecNorm v := by
  rcases isEmpty_or_nonempty n with hn | ⟨⟨i₀⟩⟩
  · simp [vecNorm, EuclideanSpace.norm_eq]
  have t0 : 0 ≤ t := (norm_nonneg _).trans (ht i₀ i₀)
  have v0 : 0 ≤ vecNorm v := norm_nonneg _
  refine (pow_le_pow_iff_left₀ (norm_nonneg _) (by positivity) two_ne_zero).mp ?_
  change vecNorm (E *ᵥ v) ^ 2 ≤ _
  rw [mul_pow, mul_pow, Real.sq_sqrt (by positivity), vecNorm_sq, vecNorm_sq]
  -- sum the row bounds, then count by columns
  calc ∑ i, ‖(E *ᵥ v) i‖ ^ 2
      ≤ ∑ i, m * t ^ 2 * ∑ j ∈ rowSupport E i, ‖v j‖ ^ 2 :=
        Finset.sum_le_sum fun i _ => row_bound E v i (ht i) (hm i)
    _ = m * t ^ 2 * ∑ i, ∑ j ∈ rowSupport E i, ‖v j‖ ^ 2 := by rw [Finset.mul_sum]
    _ ≤ m * t ^ 2 * (k * ∑ j, ‖v j‖ ^ 2) :=
        mul_le_mul_of_nonneg_left
          (sum_rowSupport_le E _ (fun j => sq_nonneg _) hk) (by positivity)
    _ = m * k * t ^ 2 * ∑ j, ‖v j‖ ^ 2 := by ring

/-- With at most `m` nonzeros in each row and each column, all of modulus at most `t`, the
matrix satisfies `‖E v‖ ≤ m t ‖v‖`. -/
theorem sparse_norm_bound_same (E : Matrix n n 𝕜) {t : ℝ} {m : ℕ}
    (ht : ∀ i j, ‖E i j‖ ≤ t) (hm : ∀ i, (rowSupport E i).card ≤ m)
    (hk : ∀ j, (colSupport E j).card ≤ m) (v : n → 𝕜) :
    vecNorm (E *ᵥ v) ≤ m * t * vecNorm v := by
  have h := sparse_norm_bound E ht hm hk v
  rwa [Real.sqrt_mul_self (Nat.cast_nonneg m)] at h

/-- Truncating at threshold `t` a matrix with at most `m` nonzeros in each row and column
changes its action on `v` by at most `m t ‖v‖`. -/
theorem truncation_error (A : Matrix n n 𝕜) {t : ℝ} (t0 : 0 ≤ t) {m : ℕ}
    (hm : ∀ i, (rowSupport A i).card ≤ m) (hk : ∀ j, (colSupport A j).card ≤ m)
    (v : n → 𝕜) : vecNorm ((A - truncate t A) *ᵥ v) ≤ m * t * vecNorm v := by
  -- the error has no nonzero entry where `A` has none
  have hz : ∀ i j, A i j = 0 → (A - truncate t A) i j = 0 := by
    intro i j h
    simp [truncate, h]
  apply sparse_norm_bound_same
  · intro i j
    by_cases h : t < ‖A i j‖
    · simpa [truncate, h] using t0
    · simpa [truncate, h] using le_of_not_gt h
  · intro i
    refine (Finset.card_le_card fun j hj => ?_).trans (hm i)
    simp only [rowSupport, Finset.mem_filter, Finset.mem_univ, true_and] at hj ⊢
    exact fun h => hj (hz i j h)
  · intro j
    refine (Finset.card_le_card fun i hi => ?_).trans (hk j)
    simp only [colSupport, Finset.mem_filter, Finset.mem_univ, true_and] at hi ⊢
    exact fun h => hi (hz i j h)

/-- Truncating at threshold `t ≥ 0` a matrix `A` with at most `m` nonzeros in each row and column
changes the quadratic form `⟨v, A v⟩` by at most `m t ‖v‖²`. -/
theorem expectation_error (A : Matrix n n 𝕜) {t : ℝ} (t0 : 0 ≤ t) {m : ℕ}
    (hm : ∀ i, (rowSupport A i).card ≤ m) (hk : ∀ j, (colSupport A j).card ≤ m)
    (v : n → 𝕜) :
    ‖star v ⬝ᵥ (A *ᵥ v) - star v ⬝ᵥ (truncate t A *ᵥ v)‖ ≤ m * t * vecNorm v ^ 2 := by
  have h : star v ⬝ᵥ ((A - truncate t A) *ᵥ v) =
      inner 𝕜 (WithLp.toLp 2 v : EuclideanSpace 𝕜 n)
        (WithLp.toLp 2 ((A - truncate t A) *ᵥ v)) := by
    rw [EuclideanSpace.inner_eq_star_dotProduct]
    exact dotProduct_comm _ _
  rw [← dotProduct_sub, ← Matrix.sub_mulVec, h]
  calc _ ≤ vecNorm v * vecNorm ((A - truncate t A) *ᵥ v) := norm_inner_le_norm _ _
    _ ≤ vecNorm v * (m * t * vecNorm v) :=
        mul_le_mul_of_nonneg_left (truncation_error A t0 hm hk v) (norm_nonneg _)
    _ = m * t * vecNorm v ^ 2 := by ring

/-- The block-diagonal matrix with `b` blocks of size `m`, each filled with the value `t`. -/
def uniformBlocks (b m : ℕ) (t : ℝ) : Matrix (Fin b × Fin m) (Fin b × Fin m) ℝ :=
  Matrix.of fun p q => if p.1 = q.1 then t else 0

/-- For `t > 0` the uniform block matrix has entries of modulus at most `t` and exactly `m`
nonzeros in each row and column, and it stretches the all-ones vector by exactly `m t`. -/
theorem bound_is_sharp (b m : ℕ) {t : ℝ} (t0 : 0 < t) :
    (∀ p q, ‖uniformBlocks b m t p q‖ ≤ t) ∧
    (∀ p, (rowSupport (uniformBlocks b m t) p).card = m) ∧
    (∀ q, (colSupport (uniformBlocks b m t) q).card = m) ∧
    vecNorm (uniformBlocks b m t *ᵥ fun _ => 1) =
      m * t * vecNorm (fun _ : Fin b × Fin m => (1 : ℝ)) := by
  refine ⟨fun p q => ?_, fun p => ?_, fun q => ?_, ?_⟩
  · by_cases h : p.1 = q.1
    · simp [uniformBlocks, h, abs_of_pos t0]
    · simp [uniformBlocks, h, t0.le]
  · have h : rowSupport (uniformBlocks b m t) p = {p.1} ×ˢ Finset.univ := by
      ext q
      rw [Finset.mem_product]
      simp [rowSupport, uniformBlocks, t0.ne', eq_comm]
    simp [h]
  · have h : colSupport (uniformBlocks b m t) q = {q.1} ×ˢ Finset.univ := by
      ext p
      rw [Finset.mem_product]
      simp [colSupport, uniformBlocks, t0.ne']
    simp [h]
  · -- the matrix multiplies the all-ones vector by `m t`
    have h : (uniformBlocks b m t *ᵥ fun _ => 1) =
        ((m : ℝ) * t) • (fun _ : Fin b × Fin m => (1 : ℝ)) := by
      ext p
      change ∑ q : Fin b × Fin m, (if p.1 = q.1 then t else 0) * 1 = (m : ℝ) * t * 1
      rw [Fintype.sum_prod_type]
      change ∑ a : Fin b, ∑ _c : Fin m, (if p.1 = a then t else 0) * 1 = (m : ℝ) * t * 1
      simp
    rw [h, vecNorm, WithLp.toLp_smul, norm_smul, Real.norm_of_nonneg (by positivity), vecNorm]

end

end TruncationErrorBounds
```

```lean
#print axioms TruncationErrorBounds.sparse_norm_bound
#print axioms TruncationErrorBounds.expectation_error
#print axioms TruncationErrorBounds.bound_is_sharp
```

```
'TruncationErrorBounds.sparse_norm_bound' depends on axioms: [propext, Classical.choice, Quot.sound]
'TruncationErrorBounds.expectation_error' depends on axioms: [propext, Classical.choice, Quot.sound]
'TruncationErrorBounds.bound_is_sharp' depends on axioms: [propext, Classical.choice, Quot.sound]
```

## From one row to the whole matrix

`row_bound` is the estimate for a single component. Its step `h1` restricts the matrix-vector sum to the row support, using `Finset.sum_subset`, since the omitted terms are zero. Step `h2` is the triangle inequality together with the entry bound. The `calc` block squares this, applies Cauchy-Schwarz in the form `sq_sum_le_card_mul_sum_sq`, and replaces the size of the support by $m$.

`sum_rowSupport_le` does the counting by columns for arbitrary nonnegative weights $w_j$. The main theorem uses it with $w_j=|v_j|^2$.

`sparse_norm_bound` first separates the empty index type. Otherwise it picks an index `i₀` and reads off $t\ge 0$ from the entry bound there. The lemma `pow_le_pow_iff_left₀` reduces the claim to its squared form, `vecNorm_sq` turns the norms into sums, and the final `calc` block is the chain of inequalities for $\|Ev\|^2$ above. In `sparse_norm_bound_same` the only new step is $\sqrt{m\cdot m}=m$.

## Exchanging sums whose ranges depend on each other

The proof turns on `Finset.sum_comm'`. The ordinary exchange lemma `Finset.sum_comm` requires an inner range that is the same for every outer index. Here the inner range `rowSupport E i` changes with $i$. The primed version allows this, provided that both orders of summation run over the same pairs:
$$j\in R_i \iff i\in C_j.$$
Both sides say $E_{ij}\ne 0$, so `simp` settles the condition once the two definitions are unfolded. After the exchange, the inner sum adds the constant $w_j$ over `colSupport E j`, and `Finset.sum_const` turns it into $|C_j|\,w_j$. This is where the column hypothesis enters.

## Truncation and the block example in Lean

In `truncation_error`, the statement `hz` records that the error matrix vanishes wherever $A$ does. A case split on `t < ‖A i j‖` gives the entry bound; the kept entries leave an error of zero, and this case uses the hypothesis $t\ge 0$. The two support bounds follow because the supports of the error are subsets of those of $A$.

`expectation_error` combines the two quadratic forms into one for the error matrix, rewrites it as an inner product, and applies `norm_inner_le_norm`, followed by `truncation_error`.

In `bound_is_sharp`, an index is a pair of a block label and a position within the block. Each support is identified as one block label combined with all $m$ positions, which gives its size. The last part shows that the all-ones vector is multiplied by $m\,t$ and then takes norms.
